# On three singly occupied orbitals, the squared scalar spin chirality is (15/4 − S²)/16

Strong repulsion can hold three electrons on a triangle of orbitals, one on each, and a magnetic flux through the triangle can then add to their energy a term proportional to the triple product of their spins, K = S₀·(S₁×S₂). How is the square of this scalar chirality related to the total spin S, and which states does the chirality annihilate?

```lean
import Mathlib

open Complex

namespace ScalarSpinChirality

noncomputable section

variable {V : Type*} [AddCommGroup V] [Module ℂ V]

/-- The canonical anticommutation relations for creators `c p s` and annihilators `a p s`
of three orbitals `p` with two spin states `s` (0 is up, 1 is down). -/
structure CAR (c a : Fin 3 → Fin 2 → Module.End ℂ V) : Prop where
  cc : ∀ p s q t, c p s * c q t + c q t * c p s = 0
  aa : ∀ p s q t, a p s * a q t + a q t * a p s = 0
  ac : ∀ p s q t, a p s * c q t + c q t * a p s = if p = q ∧ s = t then 1 else 0

/-- The occupation number of orbital `p`, summed over spin. -/
def number (c a : Fin 3 → Fin 2 → Module.End ℂ V) (p : Fin 3) : Module.End ℂ V :=
  ∑ s, c p s * a p s

/-- The x, y and z components (0, 1, 2) of the spin of the electrons in orbital `p`. -/
def spin (c a : Fin 3 → Fin 2 → Module.End ℂ V) (p : Fin 3) : Fin 3 → Module.End ℂ V
  | 0 => (1 / 2 : ℂ) • (c p 0 * a p 1 + c p 1 * a p 0)
  | 1 => (I / 2) • (c p 1 * a p 0 - c p 0 * a p 1)
  | 2 => (1 / 2 : ℂ) • (c p 0 * a p 0 - c p 1 * a p 1)

/-- The square of the total spin of the three orbitals. -/
def totalSpinSq (c a : Fin 3 → Fin 2 → Module.End ℂ V) : Module.End ℂ V :=
  ∑ i, (∑ p, spin c a p i) * (∑ p, spin c a p i)

/-- The scalar spin chirality, the triple product of the three orbital spins. -/
def chirality (c a : Fin 3 → Fin 2 → Module.End ℂ V) : Module.End ℂ V :=
  spin c a 0 0 * (spin c a 1 1 * spin c a 2 2 - spin c a 1 2 * spin c a 2 1)
  + spin c a 0 1 * (spin c a 1 2 * spin c a 2 0 - spin c a 1 0 * spin c a 2 2)
  + spin c a 0 2 * (spin c a 1 0 * spin c a 2 1 - spin c a 1 1 * spin c a 2 0)

variable {c a : Fin 3 → Fin 2 → Module.End ℂ V}

/-- Normal ordering of a product of two spin-transfer operators, each within one orbital. -/
theorem hop_mul (h : CAR c a) (p q : Fin 3) (s t u v : Fin 2) :
    c p s * a p t * (c q u * a q v) =
      (if p = q ∧ t = u then c p s * a q v else 0) - c p s * c q u * (a p t * a q v) := by
  have e := eq_sub_of_add_eq (h.ac p t q u)
  have r : c p s * a p t * (c q u * a q v) = c p s * (a p t * c q u) * a q v := by
    noncomm_ring
  rw [r, e]
  split_ifs <;> noncomm_ring

/-- The commutator of two spin-transfer operators is again a combination of such operators,
and vanishes for different orbitals. -/
theorem hop_comm (h : CAR c a) (p q : Fin 3) (s t u v : Fin 2) :
    c p s * a p t * (c q u * a q v) = c q u * a q v * (c p s * a p t)
      + (if p = q ∧ t = u then c p s * a q v else 0)
      - (if q = p ∧ v = s then c q u * a p t else 0) := by
  have hc := eq_neg_of_add_eq_zero_left (h.cc q u p s)
  have ha := eq_neg_of_add_eq_zero_left (h.aa q v p t)
  rw [hop_mul h p q s t u v, hop_mul h q p u v s t, hc, ha, neg_mul_neg]
  abel

/-- An operator that commutes with all spin-transfer operators of an orbital commutes with
the spin of that orbital. -/
theorem commute_spin (q : Fin 3) (X : Module.End ℂ V)
    (hX : ∀ u v, X * (c q u * a q v) = c q u * a q v * X) (i : Fin 3) :
    X * spin c a q i = spin c a q i * X := by
  match i with
  | 0 | 1 | 2 =>
    simp only [spin, mul_smul_comm, smul_mul_assoc, mul_add, add_mul, mul_sub, sub_mul, hX]

/-- Spin components of different orbitals commute. -/
theorem spin_swap (h : CAR c a) {p q : Fin 3} (hpq : p ≠ q) (i j : Fin 3) (v : V) :
    spin c a p i (spin c a q j v) = spin c a q j (spin c a p i v) := by
  have key : spin c a p i * spin c a q j = spin c a q j * spin c a p i := by
    refine commute_spin q _ (fun u v => ?_) j
    refine (commute_spin p _ (fun s t => ?_) i).symm
    rw [hop_comm h q p u v s t]
    simp [hpq, hpq.symm]
  exact (LinearMap.congr_fun key v :)

/-- Every orbital occupation number commutes with every orbital spin. -/
theorem number_spin (h : CAR c a) (p q i : Fin 3) (v : V) :
    number c a p (spin c a q i v) = spin c a q i (number c a p v) := by
  have key : number c a p * spin c a q i = spin c a q i * number c a p := by
    refine commute_spin q _ (fun u v => ?_) i
    rw [number, Finset.sum_mul, Finset.mul_sum,
      Finset.sum_congr rfl fun t _ => hop_comm h p q t t u v,
      Finset.sum_sub_distrib, Finset.sum_add_distrib]
    by_cases hpq : p = q
    · subst hpq
      simp
    · simp [hpq, Ne.symm hpq]
  exact (LinearMap.congr_fun key v :)

/-- On a state with orbital `p` singly occupied, the components of its spin multiply like
halved Pauli matrices. -/
theorem spin_mul (h : CAR c a) (p : Fin 3) (v : V) (hv : number c a p v = v) :
    (∀ i, spin c a p i (spin c a p i v) = (1 / 4 : ℂ) • v) ∧
    spin c a p 0 (spin c a p 1 v) = (I / 2) • spin c a p 2 v ∧
    spin c a p 1 (spin c a p 2 v) = (I / 2) • spin c a p 0 v ∧
    spin c a p 2 (spin c a p 0 v) = (I / 2) • spin c a p 1 v ∧
    spin c a p 1 (spin c a p 0 v) = (-(I / 2)) • spin c a p 2 v ∧
    spin c a p 2 (spin c a p 1 v) = (-(I / 2)) • spin c a p 0 v ∧
    spin c a p 0 (spin c a p 2 v) = (-(I / 2)) • spin c a p 1 v := by
  -- Pauli principle within the orbital
  have c2 (s) : c p s * c p s = 0 := by
    linear_combination (norm := module) (1 / 2 : ℂ) • h.cc p s p s
  have a2 (s) : a p s * a p s = 0 := by
    linear_combination (norm := module) (1 / 2 : ℂ) • h.aa p s p s
  have hc := eq_neg_of_add_eq_zero_left (h.cc p 1 p 0)
  have ha := eq_neg_of_add_eq_zero_left (h.aa p 1 p 0)
  -- operator identities; `2 n - n ^ 2` projects on single occupancy
  let P := (1 / 4 : ℂ) • ((2 : ℂ) • number c a p - number c a p * number c a p)
  have ops : (spin c a p 0 * spin c a p 0 = P ∧ spin c a p 1 * spin c a p 1 = P ∧
      spin c a p 2 * spin c a p 2 = P) ∧
      spin c a p 0 * spin c a p 1 = (I / 2) • spin c a p 2 ∧
      spin c a p 1 * spin c a p 2 = (I / 2) • spin c a p 0 ∧
      spin c a p 2 * spin c a p 0 = (I / 2) • spin c a p 1 ∧
      spin c a p 1 * spin c a p 0 = (-(I / 2)) • spin c a p 2 ∧
      spin c a p 2 * spin c a p 1 = (-(I / 2)) • spin c a p 0 ∧
      spin c a p 0 * spin c a p 2 = (-(I / 2)) • spin c a p 1 := by
    and_intros <;>
    simp only [P, spin, number, Fin.sum_univ_two, smul_mul_assoc, mul_smul_comm, mul_add,
      add_mul, mul_sub, sub_mul, hop_mul h, c2, a2, hc, ha, true_and, zero_ne_one,
      one_ne_zero, and_false, if_true, if_false, zero_mul, mul_zero, neg_mul, mul_neg,
      neg_neg] <;>
    match_scalars <;> ring_nf <;> norm_num [Complex.I_sq]
  obtain ⟨⟨xx, yy, zz⟩, xy, yz, zx, yx, zy, xz⟩ := ops
  have hP : P v = (1 / 4 : ℂ) • v := by
    simp only [P, LinearMap.smul_apply, LinearMap.sub_apply, Module.End.mul_apply, hv]
    module
  refine ⟨fun i => ?_, (LinearMap.congr_fun xy v :), (LinearMap.congr_fun yz v :),
    (LinearMap.congr_fun zx v :), (LinearMap.congr_fun yx v :),
    (LinearMap.congr_fun zy v :), (LinearMap.congr_fun xz v :)⟩
  match i with
  | 0 => exact (LinearMap.congr_fun xx v :).trans hP
  | 1 => exact (LinearMap.congr_fun yy v :).trans hP
  | 2 => exact (LinearMap.congr_fun zz v :).trans hP

set_option maxHeartbeats 400000 in
/-- If all three orbitals are singly occupied, the squared scalar chirality is
`(15/4 - S²)/16`, with `S` the total spin. -/
theorem chirality_sq (h : CAR c a) (w : V) (hw : ∀ p, number c a p w = w) :
    chirality c a (chirality c a w) =
      (1 / 16 : ℂ) • ((15 / 4 : ℂ) • w - totalSpinSq c a w) := by
  -- collect the spins of each orbital, then multiply them
  simp only [chirality, totalSpinSq, Fin.sum_univ_three, Module.End.mul_apply,
    LinearMap.add_apply, LinearMap.sub_apply, map_add, map_sub, map_smul,
    spin_swap h (show (1 : Fin 3) ≠ 0 by decide), spin_swap h (show (2 : Fin 3) ≠ 0 by decide),
    spin_swap h (show (2 : Fin 3) ≠ 1 by decide), spin_mul h, number_spin h, hw]
  match_scalars <;> ring_nf <;> norm_num [Complex.I_sq]

set_option maxHeartbeats 400000 in
/-- If all three orbitals are singly occupied, then under the chirality the squared total
spin may be replaced by `3/4`. -/
theorem chirality_totalSpinSq (h : CAR c a) (w : V) (hw : ∀ p, number c a p w = w) :
    chirality c a (totalSpinSq c a w) = (3 / 4 : ℂ) • chirality c a w := by
  simp only [chirality, totalSpinSq, Fin.sum_univ_three, Module.End.mul_apply,
    LinearMap.add_apply, LinearMap.sub_apply, map_add, map_sub, map_smul,
    spin_swap h (show (1 : Fin 3) ≠ 0 by decide), spin_swap h (show (2 : Fin 3) ≠ 0 by decide),
    spin_swap h (show (2 : Fin 3) ≠ 1 by decide), spin_mul h, number_spin h, hw]
  match_scalars <;> ring_nf <;> norm_num [Complex.I_sq]

/-- With all three orbitals singly occupied, the chirality annihilates a state exactly when
the state satisfies the quartet condition `S² w = (15/4) w`. -/
theorem chirality_eq_zero_iff (h : CAR c a) (w : V) (hw : ∀ p, number c a p w = w) :
    chirality c a w = 0 ↔ totalSpinSq c a w = (15 / 4 : ℂ) • w := by
  constructor
  · intro h0
    have h1 := chirality_sq h w hw
    rw [h0, map_zero] at h1
    linear_combination (norm := module) (16 : ℂ) • h1
  · intro hS
    have h1 := chirality_totalSpinSq h w hw
    rw [hS, map_smul] at h1
    linear_combination (norm := module) (1 / 3 : ℂ) • h1

/-- Fock space of the six spin orbitals, as an exterior algebra. -/
abbrev Fock := ExteriorAlgebra ℂ (Fin 3 × Fin 2 → ℂ)

/-- Creation on Fock space: exterior multiplication by a spin orbital. -/
def fockC (p : Fin 3) (s : Fin 2) : Module.End ℂ Fock :=
  LinearMap.mulLeft ℂ (ExteriorAlgebra.ι ℂ (Pi.single (p, s) 1))

/-- Annihilation on Fock space: contraction with a spin orbital. -/
def fockA (p : Fin 3) (s : Fin 2) : Module.End ℂ Fock :=
  CliffordAlgebra.contractLeft (LinearMap.proj (p, s))

/-- Fock space satisfies the anticommutation relations, and its product state with spins
up, up, down is nonzero with all three orbitals singly occupied. -/
theorem fock_witness : CAR fockC fockA ∧
    (∀ p, number fockC fockA p (fockC 0 0 (fockC 1 0 (fockC 2 1 1))) =
      fockC 0 0 (fockC 1 0 (fockC 2 1 1))) ∧
    fockC 0 0 (fockC 1 0 (fockC 2 1 1)) ≠ 0 := by
  have hF : CAR fockC fockA := by
    refine ⟨fun p s q t => LinearMap.ext fun v => ?_, fun p s q t => LinearMap.ext fun v => ?_,
      fun p s q t => LinearMap.ext fun v => ?_⟩
    · change ExteriorAlgebra.ι ℂ _ * (ExteriorAlgebra.ι ℂ _ * v) +
        ExteriorAlgebra.ι ℂ _ * (ExteriorAlgebra.ι ℂ _ * v) = 0
      rw [← mul_assoc, ← mul_assoc, ← add_mul, ExteriorAlgebra.ι_add_mul_swap, zero_mul]
    · change CliffordAlgebra.contractLeft _ (CliffordAlgebra.contractLeft _ v) +
        CliffordAlgebra.contractLeft _ (CliffordAlgebra.contractLeft _ v) = 0
      rw [CliffordAlgebra.contractLeft_comm, neg_add_cancel]
    · change CliffordAlgebra.contractLeft _ (CliffordAlgebra.ι _ _ * v) +
        CliffordAlgebra.ι _ _ * CliffordAlgebra.contractLeft _ v = _
      rw [CliffordAlgebra.contractLeft_ι_mul, sub_add_cancel]
      by_cases hh : p = q ∧ s = t
      · obtain ⟨rfl, rfl⟩ := hh
        simp
      · have hne : (p, s) ≠ (q, t) := fun e => hh (Prod.mk.inj e)
        rw [if_neg hh]
        simp [Pi.single_eq_of_ne hne]
  have vac (p s) : fockA p s 1 = 0 := by simp [fockA]
  have e (p s q t) (v : Fock) : fockA p s (fockC q t v) =
      (if p = q ∧ s = t then v else 0) - fockC q t (fockA p s v) := by
    have := LinearMap.congr_fun (hF.ac p s q t) v
    rw [eq_sub_iff_add_eq]
    split_ifs at this ⊢ <;> exact this
  have sw (p s q t) (v : Fock) : fockC p s (fockC q t v) = -fockC q t (fockC p s v) :=
    eq_neg_of_add_eq_zero_left (LinearMap.congr_fun (hF.cc p s q t) v :)
  refine ⟨hF, fun p => ?_, fun h0 => ?_⟩
  · match p with
    | 0 | 1 | 2 =>
      simp [number, Fin.sum_univ_two, e, vac, sw 1 0 0 0, sw 2 1 0 0, sw 2 1 1 0]
  · -- removing the three electrons again gives the vacuum
    have h1 := congrArg (fun v => ExteriorAlgebra.algebraMapInv
      (fockA 2 1 (fockA 1 0 (fockA 0 0 v)))) h0
    simp [e, vac] at h1

end

end ScalarSpinChirality
```

```lean
#print axioms ScalarSpinChirality.chirality_eq_zero_iff
```

```
'ScalarSpinChirality.chirality_eq_zero_iff' depends on axioms: [propext, Classical.choice, Quot.sound]
```

## Chirality and total spin

Spins are in units of ħ. For every vector w in which each of the three orbitals holds exactly one electron, `chirality_sq` and `chirality_totalSpinSq` state

K²w = (1/16)(15/4 − S²)w,

K S²w = (3/4) K w.

From these, `chirality_eq_zero_iff` obtains that Kw = 0 exactly when S²w = (15/4)w. The value 15/4 is S(S+1) for S = 3/2, so among singly occupied states the chirality annihilates the quartets and nothing else.

## Electrons as operators on a vector space

The states form a complex vector space `V`. Orbitals are numbered 0, 1, 2, and the spin label is 0 for up and 1 for down. The creator is written `c p s` and the annihilator `a p s`, where many textbooks write c† and c. The structure `CAR` contains their anticommutation relations, which express Fermi statistics and the orthonormality of the spin orbitals. No inner product is used, so `c` is not required to be the adjoint of `a`. Nothing is assumed about the dimension of `V` beyond what these relations imply, and `V` may describe further orbitals as well.

`number` is the occupation nₚ of orbital p, summed over spin, and the hypothesis `hw` says nₚw = w for all three orbitals. `spin c a p i` is the component i of Sₚ, with i = 0, 1, 2 for x, y, z. `totalSpinSq` is S² and `chirality` is K, both built from these local spins.

The hypotheses leave one step to the physics: that the electrons really are in a singly occupied state. In a material with finite repulsion, hopping mixes in doubly occupied and empty orbitals, and the formula for K² and the criterion for Kw = 0 then apply to the singly occupied part only.

`fock_witness` gives a concrete case. On the exterior algebra of ℂ⁶, multiplication by a spin orbital creates and contraction annihilates. The state with spins up, up, down on orbitals 0, 1, 2 is singly occupied, and it is nonzero because removing its three electrons returns the vacuum.

## One electron makes a spin one-half

Moving one annihilator past one creator gives, with δ equal to 1 for equal labels and 0 otherwise,

(c p s a p t)(c q u a q v) = δ(pq)δ(tu) c p s a q v − c p s c q u a p t a q v.

This is `hop_mul`. Subtracting the product in the opposite order cancels the four-operator terms, which leaves the commutator `hop_comm`. It vanishes for p ≠ q, so spins on different orbitals commute (`spin_swap`). Summed over the spin in nₚ, its two remaining terms cancel, so nₚ commutes with every local spin (`number_spin`). A spin operator therefore keeps a singly occupied state singly occupied.

Within one orbital, let n↑ and n↓ be the two spin occupations, S⁺ = c↑a↓ and S⁻ = c↓a↑. The Pauli principle and the product formula give

S⁺S⁺ = S⁻S⁻ = 0, S⁺S⁻ = n↑ − n↑n↓, S⁻S⁺ = n↓ − n↑n↓.

Write I for the imaginary unit. With Sx = (S⁺ + S⁻)/2, Sy = (I/2)(S⁻ − S⁺) and Sz = (n↑ − n↓)/2,

Sx² = Sy² = Sz² = (n↑ + n↓ − 2n↑n↓)/4 = (2n − n²)/4,

SxSy = (I/4)(S⁺S⁻ − S⁻S⁺) = (I/2)Sz.

Also SzS⁺ = S⁺/2 = −S⁺Sz and S⁻Sz = S⁻/2 = −SzS⁻, hence SySz = (I/2)Sx and SzSx = (I/2)Sy. Reversing the order of two different components changes the sign. On a state with n = 1 the squares become 1/4, and so

Sₚ(i)Sₚ(j) = δ(ij)/4 + (I/2) Σₖ ε(ijk) Sₚ(k),

where ε is the antisymmetric symbol. This is `spin_mul`. Its proof first establishes the operator identities `ops` by normal ordering, and uses single occupancy only for the squares.

## Squaring the triple product

Acting on w, with the operators of each orbital moved together,

K² = Σ ε(ijk)ε(lmn) S₀(i)S₀(l) S₁(j)S₁(m) S₂(k)S₂(n).

Insert the product rule three times and sort by the number of spins that remain.

- No spin: (1/64) Σ ε(ijk)² = 6/64 = 3/32.
- One or three spins: exchanging the names (i,j,k) and (l,m,n) reverses an odd number of signs, so these terms vanish.
- Two spins, for example on orbitals 1 and 2: the factor is (1/4)(I/2)² = −1/16, and the contracted ε symbols give 2 S₁·S₂. The term is −(1/8) S₁·S₂.

Let Q = S₀·S₁ + S₁·S₂ + S₂·S₀. Each Sₚ² is 3/4, so S² = 9/4 + 2Q, and

K² = 3/32 − Q/8 = 3/32 − (S² − 9/4)/16 = (15/4 − S²)/16.

For the second identity, the same rule gives

K(S₀·S₁) = −K/4 + (I/4)(S₀·S₂ − S₁·S₂).

Adding the two cyclic permutations cancels the scalar products. So KQ = −(3/4)K, and KS² = (9/4)K − (3/2)K = (3/4)K.

Lean does both expansions in components: `simp` orders the orbitals with `spin_swap` and multiplies with `spin_mul`, using `number_spin` to confirm single occupancy at each intermediate vector. `match_scalars` then compares coefficients.

For the criterion, if Kw = 0 then K²w = 0, and the first identity gives S²w = (15/4)w. Conversely, if S²w = (15/4)w, the second identity reads (15/4)Kw = (3/4)Kw, so Kw = 0.

## Splitting the doublets of a triangle

The results of this section follow from the definitions and identities above but were not put through the proof checker.

A simple model for three localised electrons has equal exchange J and a chiral coupling g, H = JQ + gK. It leaves out spin–orbit coupling and the Zeeman energy of the spins in the magnetic field. Let dₚ be the state with the down spin on orbital p and up spins on the other two, with creators in the order 0, 1, 2 and p counted modulo 3. Then

K dₚ = (I/4)(dₚ₊₁ − dₚ₋₁).

The sum d₀ + d₁ + d₂ belongs to the quartet and gives zero. The combinations with phases exp(±2πIp/3) are doublet states with K = ±√3/4. The quartet therefore stays at 3J/4, while the doublets split to −3J/4 ± √3g/4.

The two identities also combine to

K³w = (1/16)(15/4 − 3/4)Kw = (3/16)Kw,

so on nonzero singly occupied states the only possible eigenvalues of K are 0 and ±√3/4.
